# The potential of a smooth one-dimensional GGA exerts no net force on the periodic density that generates it

If an exchange–correlation potential exerts a net force on the density that generates it, a time-dependent simulation can gain momentum with nothing outside pushing it. The drift can be mistaken for a time-step error, but a shorter time step doesn't remove it. Potentials written down directly, and not derived from an energy, can have this defect. So can a GGA potential with a wrong or missing gradient term.

## The force integral over one period

Let n(x) be a density with period L, and write n' for its slope. A one-dimensional GGA assigns it the energy per period

E = ∫ e(n, n') dx,

where e(n, g) is a function of the density n and the gradient g. With e_n and e_g for its partial derivatives, the potential is

v = e_n(n, n') − d/dx e_g(n, n').

If n is twice continuously differentiable, and e is so near every point (n(x), n'(x)), then for every starting point a

∫ from a to a+L of v n' dx = 0.

The zero-force theorem of density functional theory usually refers to the exact exchange–correlation potential in three dimensions. The identity here is its analogue for a one-dimensional, spin-unpolarised GGA.

## Momentum drift and a check on the grid

When v is continuously differentiable, the force density is −n v'. Since −n v' = v n' − (n v)', and n v is periodic, the total force over a period is the integral of v n'. In a one-dimensional periodic simulation with an adiabatic GGA, the identity therefore means that this potential adds nothing to the total momentum.

A code can evaluate the sum of v n' over the grid points, times the spacing. For smooth data this sum need not be exactly zero, but it should tend to zero as the grid is refined. If n' is computed correctly, and from the same density that enters v, a nonzero limit means that the potential being computed doesn't belong to a smooth GGA energy.

The test density should have no mirror symmetry. If n and v are both even about some point, v n' is odd about it and the integral vanishes even for a wrong potential. A vanishing sum also doesn't identify the functional, because the correct potential of a different GGA passes as well.

## A stress whose derivative is v n'

Define a function σ, called the stress here (the stress whose derivative is the force density −n v' is σ − n v):

σ = e(n, n') − n' e_g(n, n').

The chain rule gives

d/dx e(n, n') = e_n n' + e_g n'',

and the product rule gives

d/dx (n' e_g) = n'' e_g + n' d/dx e_g.

On subtraction the terms e_g n'' cancel:

dσ/dx = n' (e_n − d/dx e_g) = v n'.

Integrating from a to b,

∫ from a to b of v n' dx = σ(b) − σ(a).

For b = a+L both n and n' return to their initial values, so σ does too, and the integral is zero.

In the local-density limit e does not depend on g. Then σ = e(n), v = de/dn, and v n' is simply the derivative of e(n).

To first order, a continuously differentiable density change η of period L alters the energy per period by the integral of e_n η + e_g η'. The same potential gives this change. Because

e_n η + e_g η' − v η = d/dx (e_g η),

and e_g η is periodic, the integrals of e_n η + e_g η' and of v η over a period agree.

The identity rules out some model potentials. If v = n', the force integral is ∫ n'² dx, which is positive over a period L > 0 unless the density is constant.

For the von Weizsäcker kinetic energy density in atomic units, e = g²/(8n) with n > 0, the partial derivatives are e_n = −g²/(8n²) and e_g = g/(4n). Hence

d/dx e_g = n''/(4n) − n'²/(4n²),

v = −n'²/(8n²) − n''/(4n) + n'²/(4n²) = n'²/(8n²) − n''/(4n).

## Lean source for the potential, the stress and the force

```lean
import Mathlib

open MeasureTheory

namespace GGAZeroForce

noncomputable section

/-- The partial derivative `e_n` of an energy density `e(n, g)` with respect to the density. -/
def densityPartial (e : ℝ × ℝ → ℝ) (p : ℝ × ℝ) : ℝ := fderiv ℝ e p (1, 0)

/-- The partial derivative `e_g` of an energy density `e(n, g)` with respect to the gradient. -/
def gradientPartial (e : ℝ × ℝ → ℝ) (p : ℝ × ℝ) : ℝ := fderiv ℝ e p (0, 1)

/-- The GGA potential `v = e_n(n, n') - d/dx e_g(n, n')`. -/
def ggaPotential (e : ℝ × ℝ → ℝ) (n : ℝ → ℝ) (x : ℝ) : ℝ :=
  densityPartial e (n x, deriv n x) - deriv (fun y => gradientPartial e (n y, deriv n y)) x

/-- The function `σ = e(n, n') - n' e_g(n, n')`, called the stress here. -/
def ggaStress (e : ℝ × ℝ → ℝ) (n : ℝ → ℝ) (x : ℝ) : ℝ :=
  e (n x, deriv n x) - deriv n x * gradientPartial e (n x, deriv n x)

/-- The von Weizsäcker energy density `g² / (8 n)`, for nonzero density `n`. -/
def weizsaecker (p : ℝ × ℝ) : ℝ := p.2 ^ 2 / (8 * p.1)

variable {e : ℝ × ℝ → ℝ} {n : ℝ → ℝ} {L : ℝ}

/-- Each directional derivative of the energy density, evaluated along the density profile,
is a continuously differentiable function of position. -/
theorem contDiff_partial (hn : ContDiff ℝ 2 n)
    (he : ∀ x, ContDiffAt ℝ 2 e (n x, deriv n x)) (u : ℝ × ℝ) :
    ContDiff ℝ 1 (fun y => fderiv ℝ e (n y, deriv n y) u) := by
  have hn' : ContDiff ℝ (1 + 1) n := by rw [one_add_one_eq_two]; exact hn
  have hd : ContDiff ℝ 1 (deriv n) := (contDiff_succ_iff_deriv.1 hn').2.2
  refine contDiff_iff_contDiffAt.2 fun x => ?_
  have h1 : ContDiffAt ℝ 1 (fderiv ℝ e) (n x, deriv n x) :=
    (he x).fderiv_right (le_of_eq one_add_one_eq_two)
  have h2 : ContDiffAt ℝ 1 (fun y => (n y, deriv n y)) x :=
    (hn.of_le one_le_two).contDiffAt.prodMk hd.contDiffAt
  exact (h1.comp x h2).clm_apply contDiffAt_const

/-- The GGA potential is a continuous function of position. -/
theorem continuous_ggaPotential (hn : ContDiff ℝ 2 n)
    (he : ∀ x, ContDiffAt ℝ 2 e (n x, deriv n x)) : Continuous (ggaPotential e n) :=
  (contDiff_partial hn he (1, 0)).continuous.sub
    ((contDiff_partial hn he (0, 1)).continuous_deriv (by simp))

/-- The derivative of `σ = e(n, n') - n' e_g(n, n')` is `v n'`. -/
theorem hasDerivAt_ggaStress (hn : ContDiff ℝ 2 n)
    (he : ∀ x, ContDiffAt ℝ 2 e (n x, deriv n x)) (x : ℝ) :
    HasDerivAt (ggaStress e n) (ggaPotential e n x * deriv n x) x := by
  have hn' : ContDiff ℝ (1 + 1) n := by rw [one_add_one_eq_two]; exact hn
  have hd : ContDiff ℝ 1 (deriv n) := (contDiff_succ_iff_deriv.1 hn').2.2
  have hn1 : HasDerivAt n (deriv n x) x := ((contDiff_succ_iff_deriv.1 hn').1 x).hasDerivAt
  have hn2 : HasDerivAt (deriv n) (deriv (deriv n) x) x :=
    (hd.differentiable (by simp) x).hasDerivAt
  have hG : HasDerivAt (fun y => gradientPartial e (n y, deriv n y))
      (deriv (fun y => gradientPartial e (n y, deriv n y)) x) x :=
    ((contDiff_partial hn he (0, 1)).differentiable (by simp) x).hasDerivAt
  -- chain rule for the energy density along the profile
  have hE : HasDerivAt (fun y => e (n y, deriv n y))
      (densityPartial e (n x, deriv n x) * deriv n x
        + gradientPartial e (n x, deriv n x) * deriv (deriv n) x) x := by
    have hdiff : DifferentiableAt ℝ e (n x, deriv n x) :=
      ((he x).of_le one_le_two).differentiableAt (by simp)
    have h := hdiff.hasFDerivAt.comp_hasDerivAt x (hn1.prodMk hn2)
    refine h.congr_deriv ?_
    have hv : (deriv n x, deriv (deriv n) x)
        = deriv n x • ((1 : ℝ), (0 : ℝ)) + deriv (deriv n) x • ((0 : ℝ), (1 : ℝ)) := by simp
    rw [hv, map_add, map_smul, map_smul]
    simp only [densityPartial, gradientPartial, smul_eq_mul]
    ring
  -- the terms with the second derivative of the density cancel
  have h := hE.fun_sub (hn2.fun_mul hG)
  exact h.congr_deriv (by unfold ggaPotential; ring)

/-- The integral of `v n'` over a segment is the difference of the stresses at its ends. -/
theorem force_on_segment (hn : ContDiff ℝ 2 n)
    (he : ∀ x, ContDiffAt ℝ 2 e (n x, deriv n x)) (a b : ℝ) :
    ∫ x in a..b, ggaPotential e n x * deriv n x = ggaStress e n b - ggaStress e n a :=
  intervalIntegral.integral_eq_sub_of_hasDerivAt
    (fun x _ => hasDerivAt_ggaStress hn he x)
    (((continuous_ggaPotential hn he).mul
      (hn.continuous_deriv (by norm_num))).intervalIntegrable a b)

/-- For a periodic density the integral of `v n'` over one period, begun at any point, vanishes. -/
theorem zero_force (hn : ContDiff ℝ 2 n) (he : ∀ x, ContDiffAt ℝ 2 e (n x, deriv n x))
    (hper : Function.Periodic n L) (a : ℝ) :
    ∫ x in a..(a + L), ggaPotential e n x * deriv n x = 0 := by
  have h0 : n (a + L) = n a := hper a
  have hshift : (fun y => n (y + L)) = n := funext hper
  have h1 : deriv n (a + L) = deriv n a := by
    rw [← deriv_comp_add_const, hshift]
  rw [force_on_segment hn he]
  simp only [ggaStress, h0, h1, sub_self]

/-- For a periodic change `η` of a periodic density, the integral `∫ (e_n η + e_g η')` over one
period equals `∫ v η`. -/
theorem first_variation (hn : ContDiff ℝ 2 n) (he : ∀ x, ContDiffAt ℝ 2 e (n x, deriv n x))
    (hper : Function.Periodic n L) {η : ℝ → ℝ} (hη : ContDiff ℝ 1 η)
    (hηper : Function.Periodic η L) (a : ℝ) :
    ∫ x in a..(a + L), (densityPartial e (n x, deriv n x) * η x
        + gradientPartial e (n x, deriv n x) * deriv η x)
      = ∫ x in a..(a + L), ggaPotential e n x * η x := by
  have hN : Continuous (fun y => densityPartial e (n y, deriv n y)) :=
    (contDiff_partial hn he (1, 0)).continuous
  have hG : ContDiff ℝ 1 (fun y => gradientPartial e (n y, deriv n y)) :=
    contDiff_partial hn he (0, 1)
  have hη' : Continuous (deriv η) := hη.continuous_deriv (by simp)
  have c1 : Continuous (fun x => densityPartial e (n x, deriv n x) * η x
      + gradientPartial e (n x, deriv n x) * deriv η x) :=
    (hN.mul hη.continuous).add (hG.continuous.mul hη')
  have c2 : Continuous (fun x => ggaPotential e n x * η x) :=
    (continuous_ggaPotential hn he).mul hη.continuous
  have h0 : n (a + L) = n a := hper a
  have hshift : (fun y => n (y + L)) = n := funext hper
  have h1 : deriv n (a + L) = deriv n a := by
    rw [← deriv_comp_add_const, hshift]
  have h2 : η (a + L) = η a := hηper a
  rw [← sub_eq_zero, ← intervalIntegral.integral_sub
    (c1.intervalIntegrable _ _) (c2.intervalIntegrable _ _)]
  -- the difference of the integrands is the derivative of `e_g η`
  have hD : ∀ x, HasDerivAt (fun y => gradientPartial e (n y, deriv n y) * η y)
      (densityPartial e (n x, deriv n x) * η x
        + gradientPartial e (n x, deriv n x) * deriv η x - ggaPotential e n x * η x) x :=
    fun x => ((hG.differentiable (by simp) x).hasDerivAt.fun_mul
      (hη.differentiable (by simp) x).hasDerivAt).congr_deriv
        (by unfold ggaPotential; ring)
  rw [intervalIntegral.integral_eq_sub_of_hasDerivAt (fun x _ => hD x)
    ((c1.sub c2).intervalIntegrable _ _)]
  simp only [h0, h1, h2, sub_self]

/-- For a periodic density with nonzero slope somewhere, the model potential `v = n'` is not
the GGA potential of an energy density that is smooth along the profile. -/
theorem ggaPotential_ne_deriv (hn : ContDiff ℝ 2 n)
    (he : ∀ x, ContDiffAt ℝ 2 e (n x, deriv n x)) (hper : Function.Periodic n L)
    (hL : 0 < L) {c : ℝ} (hc : deriv n c ≠ 0) : ggaPotential e n ≠ deriv n := by
  intro h
  have hz := zero_force hn he hper c
  rw [h] at hz
  have hcont : Continuous (deriv n) := hn.continuous_deriv (by norm_num)
  have hpos : 0 < ∫ x in c..(c + L), deriv n x * deriv n x :=
    intervalIntegral.integral_pos (by linarith) (hcont.mul hcont).continuousOn
      (fun x _ => mul_self_nonneg _)
      ⟨c, ⟨le_refl c, by linarith⟩, mul_self_pos.2 hc⟩
  exact hpos.ne' hz

/-- At nonzero density the von Weizsäcker energy density is twice continuously differentiable,
with `e_n = -g² / (8 n²)` and `e_g = g / (4 n)`. -/
theorem weizsaecker_partials {a : ℝ} (ha : a ≠ 0) (b : ℝ) :
    ContDiffAt ℝ 2 weizsaecker (a, b) ∧
      densityPartial weizsaecker (a, b) = -b ^ 2 / (8 * a ^ 2) ∧
      gradientPartial weizsaecker (a, b) = b / (4 * a) := by
  have h8 : (8 : ℝ) * a ≠ 0 := mul_ne_zero (by norm_num) ha
  have hs : ContDiffAt ℝ 2 weizsaecker (a, b) :=
    (contDiffAt_snd.pow 2).div (contDiffAt_const.mul contDiffAt_fst) h8
  have hd : DifferentiableAt ℝ weizsaecker (a, b) :=
    (hs.of_le one_le_two).differentiableAt (by simp)
  refine ⟨hs, ?_, ?_⟩
  · have h1 := hd.hasFDerivAt.comp_hasDerivAt a
      ((hasDerivAt_id' a).prodMk (hasDerivAt_const a b))
    have h2 : HasDerivAt (fun s : ℝ => b ^ 2 / (8 * s)) (-b ^ 2 / (8 * a ^ 2)) a := by
      refine ((hasDerivAt_const a (b ^ 2)).fun_div
        ((hasDerivAt_id' a).const_mul 8) h8).congr_deriv ?_
      rw [div_eq_div_iff (pow_ne_zero 2 h8) (mul_ne_zero (by norm_num) (pow_ne_zero 2 ha))]
      ring
    exact h1.unique h2
  · have h1 := hd.hasFDerivAt.comp_hasDerivAt b
      ((hasDerivAt_const b a).prodMk (hasDerivAt_id' b))
    have hsq : HasDerivAt (fun s : ℝ => s ^ 2) (2 * b) b := by
      simpa using hasDerivAt_pow 2 b
    have h2 : HasDerivAt (fun s : ℝ => s ^ 2 / (8 * a)) (b / (4 * a)) b := by
      refine (hsq.div_const (8 * a)).congr_deriv ?_
      rw [div_eq_div_iff h8 (mul_ne_zero (by norm_num) ha)]
      ring
    exact h1.unique h2

/-- For a positive density the von Weizsäcker potential is `n'² / (8 n²) - n'' / (4 n)`. -/
theorem weizsaecker_potential (hn : ContDiff ℝ 2 n) (hpos : ∀ x, 0 < n x) (x : ℝ) :
    ggaPotential weizsaecker n x
      = deriv n x ^ 2 / (8 * n x ^ 2) - deriv (deriv n) x / (4 * n x) := by
  have hn' : ContDiff ℝ (1 + 1) n := by rw [one_add_one_eq_two]; exact hn
  have hd : ContDiff ℝ 1 (deriv n) := (contDiff_succ_iff_deriv.1 hn').2.2
  have hn1 : HasDerivAt n (deriv n x) x := ((contDiff_succ_iff_deriv.1 hn').1 x).hasDerivAt
  have hn2 : HasDerivAt (deriv n) (deriv (deriv n) x) x :=
    (hd.differentiable (by simp) x).hasDerivAt
  have hx : n x ≠ 0 := (hpos x).ne'
  have hG : (fun y => gradientPartial weizsaecker (n y, deriv n y))
      = fun y => deriv n y / (4 * n y) :=
    funext fun y => (weizsaecker_partials (hpos y).ne' (deriv n y)).2.2
  have hq := (hn2.fun_div (hn1.const_mul 4) (mul_ne_zero (by norm_num) hx)).deriv
  unfold ggaPotential
  rw [hG, hq, (weizsaecker_partials hx (deriv n x)).2.1]
  field_simp
  ring

/-- For a positive periodic density, the integral over one period of the explicit von Weizsäcker
potential times `n'` is zero. -/
theorem weizsaecker_zero_force (hn : ContDiff ℝ 2 n) (hpos : ∀ x, 0 < n x)
    (hper : Function.Periodic n L) (a : ℝ) :
    ∫ x in a..(a + L), (deriv n x ^ 2 / (8 * n x ^ 2)
      - deriv (deriv n) x / (4 * n x)) * deriv n x = 0 := by
  have h := zero_force hn
    (fun x => (weizsaecker_partials (hpos x).ne' (deriv n x)).1) hper a
  simpa only [weizsaecker_potential hn hpos] using h

end

end GGAZeroForce
```

```lean
#print axioms GGAZeroForce.first_variation
#print axioms GGAZeroForce.ggaPotential_ne_deriv
#print axioms GGAZeroForce.weizsaecker_zero_force
```

```
'GGAZeroForce.first_variation' depends on axioms: [propext, Classical.choice, Quot.sound]
'GGAZeroForce.ggaPotential_ne_deriv' depends on axioms: [propext, Classical.choice, Quot.sound]
'GGAZeroForce.weizsaecker_zero_force' depends on axioms: [propext, Classical.choice, Quot.sound]
```

## How the Lean objects match the density and its energy

The energy density is a function `e : ℝ × ℝ → ℝ`, whose first argument is the density and whose second is the gradient. `densityPartial` and `gradientPartial` are e_n and e_g, obtained by applying the full derivative of `e` to the directions (1, 0) and (0, 1). `ggaPotential` is v and `ggaStress` is σ.

In `zero_force`, the hypothesis `hn` says that n is twice continuously differentiable on the whole line, `he` asks the same of `e` near each point the profile visits, and `hper` says that n repeats after L. An energy density that is smooth on the whole plane satisfies `he` for every such n. One that is singular at zero density is admitted as long as the profile stays away from the singularity. L need not be the shortest period.

The proof follows the derivation closely:

- `contDiff_partial` shows that e_n and e_g along the profile are continuously differentiable, so d/dx e_g exists and `continuous_ggaPotential` can conclude that v is continuous.
- `hasDerivAt_ggaStress` splits the tangent vector (n', n'') into its two components, which yields the chain rule. The final `ring` carries out the cancellation.
- `force_on_segment` applies the fundamental theorem of calculus, with integrability supplied by continuity.
- `zero_force` shows that n and n' agree at the two ends, so the stresses cancel.

`first_variation` integrates the derivative of e_g η in the same way. `ggaPotential_ne_deriv` assumes L > 0 and a point of nonzero slope, and sets the zero integral against the positive integral of n'². In `weizsaecker_partials`, the energy density is differentiated along a horizontal and a vertical line in the (n, g) plane, and uniqueness of the derivative identifies the results with e_n and e_g. `weizsaecker_potential` then applies the quotient rule, and `weizsaecker_zero_force` inserts the explicit potential into the general theorem.

## Exact calculus for smooth profiles, without a grid

With v defined as above, the force integral is exactly zero for every admissible density, whether or not that density is a ground state. This alone does not fix the sign of the gradient term: for e = g²/2 the potential is −n'', but n'' gives zero force as well. The identity in `first_variation`, required for every periodic η, tells the two apart. Both identities concern exact derivatives and integrals. Finite differences, quadrature and rounding are absent, so they give no error bound for a grid sum.

The smoothness hypothesis also applies at zero gradient. A differentiable periodic density with L > 0 has n' = 0 somewhere, so `e` must be twice continuously differentiable there as well. An energy density with a term proportional to |g| does not qualify. Nor does the result apply to a potential that a code has altered after differentiation, for instance by setting it to zero below a density threshold.

On part of a period, the integral of v n' is a stress difference and generally isn't zero. When v is continuously differentiable, the force on that part of the density is the integral of −n v', which differs from the integral of v n' by the change in n v between the two ends. A code that needs local forces should therefore use −n v'.

`first_variation` starts from the expression e_n η + e_g η'. It does not derive that expression by differentiating the energy of n + tη with respect to t. The file likewise contains no equation of motion; the link to momentum drift is the physical argument given earlier.

Three-dimensional densities, spin polarisation and functionals that depend on higher derivatives or orbitals would need their own statements.
